# A three-mode state that is an exact singles-and-doubles exponential from e000 but not from e100

## States as functions of three occupations

The modes are taken to be two-level systems whose flips commute, such as spins or hard-core bosons, so no fermionic signs appear. The reference is a variable: any of the eight occupation patterns can serve, and the excitation operators are defined relative to it. One state can then be examined from two references with the same formulas.

```lean
import Mathlib

namespace ReferenceDependentClusters

noncomputable section
```

A pattern is a triple (a,b,c) of Booleans, with `false` for 0 and `true` for 1. A state ψ assigns a complex amplitude ψ(a,b,c) to each pattern. Neither normalisation nor a fixed particle number is required.

```lean
/-- A state of three two-level modes, given by its amplitude on each occupation pattern. -/
abbrev State := Bool → Bool → Bool → ℂ
```

The basis state e_rsu has amplitude 1 on the pattern (r,s,u) and 0 elsewhere. In Lean, `basis r s u` is this state, and the remaining arguments `a b c` select the amplitude to be read.

```lean
/-- The basis state with occupations `r`, `s`, `u`. -/
def basis (r s u a b c : Bool) : ℂ := if a = r ∧ b = s ∧ c = u then 1 else 0
```

## Excitations away from a chosen reference

Fix a reference (r,s,u), and write !r for the value opposite to r. The operator X1 moves mode 1 from r to !r and annihilates any component in which mode 1 is already flipped. On amplitudes this reads

(X1 ψ)(a,b,c) = 0 if a = r,

(X1 ψ)(a,b,c) = ψ(r,b,c) if a = !r.

If r is 1, this "excitation" empties the mode.

```lean
/-- Excitation of mode 1 away from its reference occupation `r`. -/
def excite1 (r : Bool) (ψ : State) (a b c : Bool) : ℂ := if a = r then 0 else ψ r b c
```

X2 and X3 act in the same way on modes 2 and 3, with reference values s and u.

```lean
/-- Excitation of mode 2 away from its reference occupation `s`. -/
def excite2 (s : Bool) (ψ : State) (a b c : Bool) : ℂ := if b = s then 0 else ψ a s c

/-- Excitation of mode 3 away from its reference occupation `u`. -/
def excite3 (u : Bool) (ψ : State) (a b c : Bool) : ℂ := if c = u then 0 else ψ a b u
```

The three operators commute, and each squares to zero.

## The cluster operator and its exponential

Excitation rank is counted here by the number of flipped modes: a single flips one mode, a double two and a triple three. This differs from particle-conserving coupled cluster for electrons, where a single moves one electron and so changes two spin-orbital occupations. A general cluster operator has seven amplitudes:

T = t1 X1 + t2 X2 + t3 X3 + t12 X1X2 + t13 X1X3 + t23 X2X3 + t123 X1X2X3.

The amplitudes are collected in one record, and `cluster r s u t ψ` is the state Tψ.

```lean
/-- Cluster amplitudes: three singles, three doubles and one triple. -/
@[ext] structure Amplitudes where
  t1 : ℂ
  t2 : ℂ
  t3 : ℂ
  t12 : ℂ
  t13 : ℂ
  t23 : ℂ
  t123 : ℂ

/-- The cluster operator `T` for the reference `(r, s, u)`, applied to a state. -/
def cluster (r s u : Bool) (t : Amplitudes) (ψ : State) (a b c : Bool) : ℂ :=
  t.t1 * excite1 r ψ a b c + t.t2 * excite2 s ψ a b c + t.t3 * excite3 u ψ a b c
  + t.t12 * excite1 r (excite2 s ψ) a b c
  + t.t13 * excite1 r (excite3 u ψ) a b c
  + t.t23 * excite2 s (excite3 u ψ) a b c
  + t.t123 * excite1 r (excite2 s (excite3 u ψ)) a b c
```

Since T⁴ = 0, as shown below, the exponential series stops at third order:

exp(T) = 1 + T + T²/2 + T³/6.

The Lean code takes this cubic polynomial as the definition of the exponential.

```lean
/-- The exponential series of the cluster operator through third order, applied to a state. -/
def expCluster (r s u : Bool) (t : Amplitudes) (ψ : State) (a b c : Bool) : ℂ :=
  ψ a b c + cluster r s u t ψ a b c
  + (1 / 2) * cluster r s u t (cluster r s u t ψ) a b c
  + (1 / 6) * cluster r s u t (cluster r s u t (cluster r s u t ψ)) a b c
```

## CI coefficients and connected amplitudes

When the reference amplitude is nonzero, dividing by it gives the configuration-interaction (CI) coefficients in intermediate normalisation. For example,

c1 = ψ(!r,s,u) / ψ(r,s,u),

c12 = ψ(!r,!s,u) / ψ(r,s,u).

The indices name the flipped modes, so c123 belongs to the pattern (!r,!s,!u).

```lean
/-- The CI coefficient of a pattern, with the reference coefficient scaled to one. -/
def ci (r s u : Bool) (ψ : State) (a b c : Bool) : ℂ := ψ a b c / ψ r s u
```

The connected amplitudes are what remains of the CI coefficients once products of smaller clusters have been removed. The singles are c1, c2 and c3. The doubles are

c12 − c1 c2, c13 − c1 c3, c23 − c2 c3,

and the triple is

c123 − c12 c3 − c13 c2 − c23 c1 + 2 c1 c2 c3.

These formulas are definitions here; their derivation from exp(T) follows below.

```lean
/-- The connected amplitudes of a state relative to the reference `(r, s, u)`. -/
def connected (r s u : Bool) (ψ : State) : Amplitudes where
  t1 := ci r s u ψ (!r) s u
  t2 := ci r s u ψ r (!s) u
  t3 := ci r s u ψ r s (!u)
  t12 := ci r s u ψ (!r) (!s) u - ci r s u ψ (!r) s u * ci r s u ψ r (!s) u
  t13 := ci r s u ψ (!r) s (!u) - ci r s u ψ (!r) s u * ci r s u ψ r s (!u)
  t23 := ci r s u ψ r (!s) (!u) - ci r s u ψ r (!s) u * ci r s u ψ r s (!u)
  t123 := ci r s u ψ (!r) (!s) (!u)
    - ci r s u ψ (!r) (!s) u * ci r s u ψ r s (!u)
    - ci r s u ψ (!r) s (!u) * ci r s u ψ r (!s) u
    - ci r s u ψ r (!s) (!u) * ci r s u ψ (!r) s u
    + 2 * ci r s u ψ (!r) s u * ci r s u ψ r (!s) u * ci r s u ψ r s (!u)
```

A state has singles-and-doubles form relative to (r,s,u) if some T with t123 = 0 satisfies

ψ = ψ(r,s,u) exp(T) e_rsu.

The Lean predicate quantifies over all choices of the singles and doubles, so its negation rules out every such choice.

```lean
/-- The state is a multiple of `exp(T)` on the reference, with `T` free of triples. -/
def IsSinglesDoubles (r s u : Bool) (ψ : State) : Prop :=
  ∃ t : Amplitudes, t.t123 = 0 ∧
    ∀ a b c, ψ r s u * expCluster r s u t (basis r s u) a b c = ψ a b c
```

The state under study is e000 + e100 + e110 + e101. It has squared norm 4, so the normalised state has amplitude 1/2 on each of the four patterns. The CI coefficients are ratios and are the same for both.

```lean
/-- The state `e000 + e100 + e110 + e101`. -/
def fourTermState : State := fun a b c =>
  basis false false false a b c + basis true false false a b c
  + basis true true false a b c + basis true false true a b c
```

## Four excitations cannot fit into three modes

Every term of T contains at least one of X1, X2, X3. A product of four such terms therefore contains at least four of these factors, and with only three modes one of them is repeated. The operators commute and square to zero, so the product vanishes, and

T⁴ = 0.

The Lean proof reaches this by enumeration. It splits on the eight references and the eight patterns at which the result is read, and `simp` evaluates the nested excitations in each case.

```lean
/-- The fourth power of the cluster operator vanishes on every state. -/
theorem cluster_pow_four (r s u : Bool) (t : Amplitudes) (ψ : State) (a b c : Bool) :
    cluster r s u t (cluster r s u t (cluster r s u t (cluster r s u t ψ))) a b c = 0 := by
  cases r <;> cases s <;> cases u <;> cases a <;> cases b <;> cases c <;>
    simp [cluster, excite1, excite2, excite3]
```

## Coefficients as sums over splittings

Apply exp(T) to the reference and collect the coefficient of each product of excitations. The linear term contributes each amplitude once. In T²/2, the product X1X2 arises from t1X1 and t2X2 in two orders, which cancels the factor 1/2:

c12 = t12 + t1 t2.

The other doubles follow in the same way. For X1X2X3, the quadratic term pairs each double with the remaining single, again in two orders. The cubic term contains t1 t2 t3 in six orders, which cancels the factor 1/6. Hence

c123 = t123 + t12 t3 + t13 t2 + t23 t1 + t1 t2 t3.

The right-hand side has one term for each way of splitting the three flipped modes into clusters. The theorem states all eight coefficients, including the value 1 on the reference itself. Its proof splits on the reference, evaluates the definitions with `simp`, and leaves the remaining algebra to `ring`.

```lean
/-- The coefficients of `exp(T)` on the reference are sums over all ways to split
the excited modes into clusters. -/
theorem expCluster_coefficients (r s u : Bool) (t : Amplitudes) :
    expCluster r s u t (basis r s u) r s u = 1 ∧
    expCluster r s u t (basis r s u) (!r) s u = t.t1 ∧
    expCluster r s u t (basis r s u) r (!s) u = t.t2 ∧
    expCluster r s u t (basis r s u) r s (!u) = t.t3 ∧
    expCluster r s u t (basis r s u) (!r) (!s) u = t.t12 + t.t1 * t.t2 ∧
    expCluster r s u t (basis r s u) (!r) s (!u) = t.t13 + t.t1 * t.t3 ∧
    expCluster r s u t (basis r s u) r (!s) (!u) = t.t23 + t.t2 * t.t3 ∧
    expCluster r s u t (basis r s u) (!r) (!s) (!u) =
      t.t123 + t.t12 * t.t3 + t.t13 * t.t2 + t.t23 * t.t1 + t.t1 * t.t2 * t.t3 := by
  cases r <;> cases s <;> cases u <;> refine ⟨?_, ?_, ?_, ?_, ?_, ?_, ?_, ?_⟩ <;>
    simp [expCluster, cluster, excite1, excite2, excite3, basis] <;> ring
```

## Solving for the clusters

The equations can be solved from the bottom up. The singles are t1 = c1, t2 = c2 and t3 = c3. The doubles are then t12 = c12 − c1 c2, and likewise for the other two pairs. Substituting into the triple equation gives

t123 = c123 − (c12 − c1 c2) c3 − (c13 − c1 c3) c2 − (c23 − c2 c3) c1 − c1 c2 c3.

The three brackets contribute +3 c1 c2 c3 and the last term removes one of these, so

t123 = c123 − c12 c3 − c13 c2 − c23 c1 + 2 c1 c2 c3.

Every step is forced, so a state with ψ(r,s,u) ≠ 0 determines T uniquely. The theorem states this as an equivalence: exp(T) on the reference, scaled by ψ(r,s,u), reproduces ψ exactly when `t` equals `connected r s u ψ`.

In the forward direction, the auxiliary statement `k` divides the assumed equation by the reference amplitude, which identifies the CI coefficients with those of the exponential. Then `ext` reduces the equality of records to seven scalar equations, and `ring` performs the substitution above. In the reverse direction, `flip` says that each occupation is either the reference value or its opposite. This yields eight patterns, and the coefficient formulas settle each of them.

The hypothesis `hψ` matters. With zero reference amplitude, only the zero state satisfies the scaled equation, while Lean's convention for division by zero would make all the connected amplitudes vanish.

```lean
/-- For a state with nonzero reference amplitude, `exp(T)` on the reference reproduces the
state, up to that amplitude, exactly when `T` carries the connected amplitudes. -/
theorem expCluster_eq_iff (r s u : Bool) (ψ : State) (hψ : ψ r s u ≠ 0) (t : Amplitudes) :
    (∀ a b c, ψ r s u * expCluster r s u t (basis r s u) a b c = ψ a b c) ↔
      t = connected r s u ψ := by
  obtain ⟨e0, e1, e2, e3, e12, e13, e23, e123⟩ := expCluster_coefficients r s u t
  constructor
  · intro h
    -- the CI coefficients are those of the exponential
    have k : ∀ a b c, ψ a b c / ψ r s u = expCluster r s u t (basis r s u) a b c :=
      fun a b c => (div_eq_iff hψ).2 (by linear_combination -(h a b c))
    ext <;> simp only [connected, ci, k, e1, e2, e3, e12, e13, e23, e123] <;> ring
  · rintro rfl a b c
    -- each mode either keeps its reference occupation or is flipped
    have flip : ∀ x y : Bool, x = y ∨ x = !y := by decide
    rcases flip a r with ha | ha <;> rcases flip b s with hb | hb <;>
      rcases flip c u with hc | hc <;> rw [ha, hb, hc] <;>
      simp only [e0, e1, e2, e3, e12, e13, e23, e123] <;>
      (try simp only [connected, ci]) <;> (try field_simp) <;> (try ring)
```

## When the triple can be left out

If ψ has singles-and-doubles form, the T that produces it must be the connected one, and its triple is zero by assumption. Conversely, if the connected triple vanishes, the connected amplitudes themselves provide a suitable T. For ψ(r,s,u) ≠ 0, therefore,

ψ has singles-and-doubles form ⇔ c123 − c12 c3 − c13 c2 − c23 c1 + 2 c1 c2 c3 = 0.

The two halves of the Lean proof use the two directions of the preceding equivalence.

```lean
/-- A state with nonzero reference amplitude is of singles-and-doubles form exactly when its
connected triple amplitude relative to that reference vanishes. -/
theorem isSinglesDoubles_iff (r s u : Bool) (ψ : State) (hψ : ψ r s u ≠ 0) :
    IsSinglesDoubles r s u ψ ↔ (connected r s u ψ).t123 = 0 := by
  constructor
  · rintro ⟨t, ht, h⟩
    rw [← (expCluster_eq_iff r s u ψ hψ t).1 h]
    exact ht
  · intro h
    exact ⟨connected r s u ψ, h, (expCluster_eq_iff r s u ψ hψ _).2 rfl⟩
```

## The same state from two references

Relative to e000, flipping mode 1 gives e100, which is present in the state, while flipping mode 2 or mode 3 alone gives a pattern that is absent. The coefficients are

c1 = 1, c2 = c3 = 0, c12 = c13 = 1, c23 = c123 = 0.

Every term of the connected triple contains a vanishing factor, so the triple is 0.

Relative to e100, flipping mode 1 empties it and gives e000. Flipping mode 2 gives e110, and flipping mode 3 gives e101. All three single flips are present, and no double or triple flip is:

c1 = c2 = c3 = 1, c12 = c13 = c23 = c123 = 0.

The connected triple is now

0 − 0 − 0 − 0 + 2·1·1·1 = 2.

The numbers also show what the triple does. From e100 the connected doubles are all 0 − 1·1 = −1. With these singles and doubles but no triple, the coefficient of the triply flipped pattern e011 would be

(−1)·1 + (−1)·1 + (−1)·1 + 1·1·1 = −2,

although the state contains no e011. The connected triple of 2 restores the correct value 0.

In Lean, the two references appear as `false false false` and `true false false`, and `norm_num` evaluates the definitions.

```lean
/-- The connected triple amplitude of `e000 + e100 + e110 + e101` is 0 relative to `e000`
and 2 relative to `e100`. -/
theorem connected_triple_fourTermState :
    (connected false false false fourTermState).t123 = 0 ∧
    (connected true false false fourTermState).t123 = 2 := by
  constructor <;> norm_num [connected, ci, fourTermState, basis]
```

The criterion turns these two values into statements about the ansatz. From e000 the state is exactly

exp(X1 + X1X2 + X1X3) e000,

with X1, X2, X3 taken relative to e000. From e100, no choice of singles and doubles reproduces it. The Lean proof first checks that both reference amplitudes are nonzero, then rewrites both claims with the criterion and inserts the values 0 and 2.

In this finite model of three modes without fermionic signs, whether a coupled-cluster expansion truncated at doubles can represent a state exactly can thus depend on the reference. There is no Hamiltonian in the model, so the result concerns the form of the state and not energies or the solutions of projected amplitude equations.

```lean
/-- The state `e000 + e100 + e110 + e101` is of singles-and-doubles form relative to `e000`
but not relative to `e100`. -/
theorem singlesDoubles_depends_on_reference :
    IsSinglesDoubles false false false fourTermState ∧
    ¬ IsSinglesDoubles true false false fourTermState := by
  have h0 : fourTermState false false false ≠ 0 := by norm_num [fourTermState, basis]
  have h1 : fourTermState true false false ≠ 0 := by norm_num [fourTermState, basis]
  rw [isSinglesDoubles_iff _ _ _ _ h0, isSinglesDoubles_iff _ _ _ _ h1,
    connected_triple_fourTermState.1, connected_triple_fourTermState.2]
  norm_num

end

end ReferenceDependentClusters
```

```lean
#print axioms ReferenceDependentClusters.cluster_pow_four
-- 'ReferenceDependentClusters.cluster_pow_four' depends on axioms: [propext, Classical.choice, Quot.sound]
#print axioms ReferenceDependentClusters.singlesDoubles_depends_on_reference
-- 'ReferenceDependentClusters.singlesDoubles_depends_on_reference' depends on axioms: [propext, Classical.choice, Quot.sound]
```

## Two modes and singles only

The same expansion, applied by hand to two modes with singles only, gives a contrasting outcome. Here exp(t1X1 + t2X2) on the reference (r,s) has coefficients 1, t1, t2 and t1 t2. A state with ψ(r,s) ≠ 0 therefore has this form exactly when c12 = c1 c2. Multiplying by ψ(r,s)² turns the condition into

ψ(r,s) ψ(!r,!s) = ψ(!r,s) ψ(r,!s).

Changing the reference value of either mode merely exchanges the two sides. For two modes, the singles-only form is therefore shared by all references with nonzero amplitude: it characterises product states, whichever of these patterns is used as the starting point.
